# At fixed plasma energy, the Moss product of the Penn model has a strict minimum and is constant on no interval of gaps

For materials that share one plasma energy \(w>0\), the Penn model makes \(n^4E\), with \(n\) the refractive index, fall strictly with the average gap \(E\) up to \(E=\sqrt3\,w\) and rise strictly beyond it. The minimum is \(16w/(3\sqrt3)\), and no three different gaps give the same product. Moss's rule, read as exact constancy of \(n^4E\) with this same gap, therefore fails in this model at fixed \(w\).

## Two relations between index and gap

The Penn model describes a semiconductor by an average gap \(E\) and a plasma energy \(w\), which is set by the density of valence electrons. In its simple form the refractive index well below the gap is

\[ n=\sqrt{1+\frac{w^2}{E^2}} . \]

Moss's rule is an empirical approximation that takes the product \(M(E)=n^4E\) to be roughly the same for many semiconductors; it is tested here as an exact statement. Here the same \(E\) enters both relations, although Moss's rule is normally applied to the absorption edge, which differs from Penn's average gap. Dispersion and absorption are left out.

Within this one-gap model, a constant Moss product cannot serve as an exact rule for extrapolating the index across materials of equal valence electron density.

## The statement in Lean's terms

`pennIndex w E` is \(n\) and `mossProduct w E` is \(M(E)\), with both energies real numbers in a common unit. The Penn formula enters as a definition; it is not derived from a band structure.

The theorem `penn_contradicts_moss` assumes `0 < w` and has five parts:

- \(M\) is strictly decreasing on `Ioc 0 (Real.sqrt 3 * w)`, the interval \((0,\sqrt3\,w]\).
- \(M\) is strictly increasing on `Ici (Real.sqrt 3 * w)`, the half-line \([\sqrt3\,w,\infty)\).
- \(M(\sqrt3\,w)=16w/(3\sqrt3)\).
- \(M\) is strictly larger at every other positive gap.
- \(M\) is constant on no open interval `Ioo a b` with \(0\le a<b\).

Two further theorems concern individual materials of equal \(w\). `no_three_gaps` says that three different positive gaps never share one Moss product. `mossProduct_lt_of_index` says that the wider-gap material of two has the strictly smaller product if its own index satisfies \(n^2\ge 4/3\).

## Derivation from the slope

Squaring the index removes the root:

\[ M(E)=\left(1+\frac{w^2}{E^2}\right)^2E=E+\frac{2w^2}{E}+\frac{w^4}{E^3}. \]

Differentiation at fixed \(w\) gives

\[ M'(E)=1-\frac{2w^2}{E^2}-\frac{3w^4}{E^4}=\frac{(E^2+w^2)(E^2-3w^2)}{E^4}. \]

For \(E>0\) the sign is that of \(E^2-3w^2\): negative below \(\sqrt3\,w\), positive above. At the turning point \(n^2=1+1/3=4/3\), so

\[ M(\sqrt3\,w)=\frac{16}{9}\sqrt3\,w=\frac{16w}{3\sqrt3}. \]

Now take \(0<E_1<E_2<E_3\). If \(E_2\le\sqrt3\,w\), then \(E_1\) and \(E_2\) lie on the falling branch and \(M(E_1)>M(E_2)\). Otherwise \(E_2\) and \(E_3\) lie on the rising branch and \(M(E_2)<M(E_3)\). Every open interval contains three such gaps, so \(M\) is not constant on it.

Finally, \(n^2\ge4/3\) means \(w^2/E^2\ge1/3\), that is \(E\le\sqrt3\,w\). If the wider gap satisfies this, both gaps are on the falling branch. Common semiconductors have \(n^2\) well above \(4/3\), so the model places them on the falling branch, away from the minimum.

## Unequal plasma energies can restore Moss's rule

Without the condition of equal \(w\), three gaps can share a product. In a common energy unit:

| \(E\) | \(w\) | \(n^2\) | \(n^4E\) |
|---|---|---|---|
| \(1\) | \(\sqrt3\) | \(4\) | \(16\) |
| \(16/9\) | \(16\sqrt2/9\) | \(3\) | \(16\) |
| \(4\) | \(4\) | \(2\) | \(16\) |

The conflict is thus between Moss's rule and the Penn model at fixed plasma energy.

## The Lean file

```lean
import Mathlib

open Set

namespace PennMoss

noncomputable section

/-- Refractive index of the Penn model with plasma energy `w` and average gap `E`,
`n = sqrt (1 + w² / E²)`, for `E ≠ 0`. -/
def pennIndex (w E : ℝ) : ℝ := Real.sqrt (1 + w ^ 2 / E ^ 2)

/-- The Moss product `n⁴ E` formed with the Penn index, for `E ≠ 0`. -/
def mossProduct (w E : ℝ) : ℝ := pennIndex w E ^ 4 * E

/-- The squared Penn index equals `1 + w² / E²`. -/
theorem pennIndex_sq (w E : ℝ) : pennIndex w E ^ 2 = 1 + w ^ 2 / E ^ 2 :=
  Real.sq_sqrt (by positivity)

/-- The slope of the Moss product with respect to the gap, at fixed plasma energy, is
`(E² + w²)(E² - 3 w²) / E⁴`. -/
theorem hasDerivAt_mossProduct (w : ℝ) {E : ℝ} (hE : E ≠ 0) :
    HasDerivAt (mossProduct w)
      ((E ^ 2 + w ^ 2) * (E ^ 2 - 3 * w ^ 2) / E ^ 4) E := by
  -- remove the square root
  have h : mossProduct w =
      fun x => (1 + w ^ 2 / x ^ 2) * (1 + w ^ 2 / x ^ 2) * x := by
    funext x
    rw [← pennIndex_sq, mossProduct]
    ring
  have h1 : HasDerivAt (fun x : ℝ => x ^ 2) (2 * E) E := by
    simpa using hasDerivAt_pow 2 E
  have h2 := ((hasDerivAt_const E (w ^ 2)).fun_div h1 (pow_ne_zero 2 hE)).const_add 1
  rw [h]
  refine ((h2.fun_mul h2).fun_mul (hasDerivAt_id' E)).congr_deriv ?_
  field_simp
  ring

/-- For gaps up to `√3 w` the Moss product strictly decreases as the gap grows. -/
theorem mossProduct_strictAntiOn (w : ℝ) :
    StrictAntiOn (mossProduct w) (Ioc 0 (Real.sqrt 3 * w)) := by
  refine strictAntiOn_of_deriv_neg (convex_Ioc _ _) (fun x hx =>
    (hasDerivAt_mossProduct w hx.1.ne').continuousAt.continuousWithinAt) ?_
  intro x hx
  rw [interior_Ioc] at hx
  have hx0 : 0 < x := hx.1
  have hsq : x ^ 2 < (Real.sqrt 3 * w) ^ 2 := pow_lt_pow_left₀ hx.2 hx0.le two_ne_zero
  rw [mul_pow, Real.sq_sqrt (by norm_num)] at hsq
  rw [(hasDerivAt_mossProduct w hx0.ne').deriv]
  exact div_neg_of_neg_of_pos
    (mul_neg_of_pos_of_neg (by positivity) (by linarith)) (by positivity)

/-- For gaps from `√3 w` on the Moss product strictly increases with the gap. -/
theorem mossProduct_strictMonoOn {w : ℝ} (hw : 0 < w) :
    StrictMonoOn (mossProduct w) (Ici (Real.sqrt 3 * w)) := by
  have hm : 0 < Real.sqrt 3 * w := by positivity
  refine strictMonoOn_of_deriv_pos (convex_Ici _) (fun x hx =>
    (hasDerivAt_mossProduct w
      (lt_of_lt_of_le hm hx).ne').continuousAt.continuousWithinAt) ?_
  intro x hx
  rw [interior_Ici] at hx
  have hx0 : 0 < x := lt_trans hm hx
  have hsq : (Real.sqrt 3 * w) ^ 2 < x ^ 2 := pow_lt_pow_left₀ hx hm.le two_ne_zero
  rw [mul_pow, Real.sq_sqrt (by norm_num)] at hsq
  rw [(hasDerivAt_mossProduct w hx0.ne').deriv]
  exact div_pos (mul_pos (by positivity) (by linarith)) (by positivity)

/-- At the gap `√3 w` the squared Penn index equals `4/3`. -/
theorem pennIndex_sq_turning {w : ℝ} (hw : 0 < w) :
    pennIndex w (Real.sqrt 3 * w) ^ 2 = 4 / 3 := by
  have h : w ^ 2 / (3 * w ^ 2) = 1 / 3 := by
    rw [div_eq_div_iff (by positivity) (by norm_num)]
    ring
  rw [pennIndex_sq, mul_pow, Real.sq_sqrt (by norm_num), h]
  norm_num

/-- Three materials with the same plasma energy and three different gaps never share
one Moss product. -/
theorem no_three_gaps {w E₁ E₂ E₃ : ℝ} (hw : 0 < w) (h₁ : 0 < E₁) (h₁₂ : E₁ < E₂)
    (h₂₃ : E₂ < E₃) :
    ¬ (mossProduct w E₁ = mossProduct w E₂ ∧ mossProduct w E₂ = mossProduct w E₃) := by
  rintro ⟨ha, hb⟩
  -- the middle gap shares a monotone branch with one of its neighbours
  rcases le_total E₂ (Real.sqrt 3 * w) with h | h
  · exact (mossProduct_strictAntiOn w ⟨h₁, h₁₂.le.trans h⟩ ⟨h₁.trans h₁₂, h⟩ h₁₂).ne' ha
  · exact (mossProduct_strictMonoOn hw h (h.trans h₂₃.le) h₂₃).ne hb

/-- Penn contradicts Moss: at fixed plasma energy `w` the product `n⁴ E` falls strictly up to
the gap `√3 w` and rises strictly beyond, has the value `16 w / (3 √3)` there and a larger one
at every other positive gap, and is constant on no open interval of positive gaps. -/
theorem penn_contradicts_moss {w : ℝ} (hw : 0 < w) :
    StrictAntiOn (mossProduct w) (Ioc 0 (Real.sqrt 3 * w)) ∧
    StrictMonoOn (mossProduct w) (Ici (Real.sqrt 3 * w)) ∧
    mossProduct w (Real.sqrt 3 * w) = 16 * w / (3 * Real.sqrt 3) ∧
    (∀ E, 0 < E → E ≠ Real.sqrt 3 * w → 16 * w / (3 * Real.sqrt 3) < mossProduct w E) ∧
    (∀ a b, 0 ≤ a → a < b → ¬ ∃ c, ∀ E ∈ Ioo a b, mossProduct w E = c) := by
  have hm : 0 < Real.sqrt 3 * w := by positivity
  have hval : mossProduct w (Real.sqrt 3 * w) = 16 * w / (3 * Real.sqrt 3) := by
    have h3 : Real.sqrt 3 ^ 2 = 3 := Real.sq_sqrt (by norm_num)
    have h4 : pennIndex w (Real.sqrt 3 * w) ^ 4 = (4 / 3) ^ 2 := by
      rw [← pennIndex_sq_turning hw]
      ring
    rw [mossProduct, h4, eq_div_iff (by positivity)]
    linear_combination (16 / 3 * w) * h3
  refine ⟨mossProduct_strictAntiOn w, mossProduct_strictMonoOn hw, hval, ?_, ?_⟩
  · intro E hE hne
    rw [← hval]
    rcases lt_or_gt_of_ne hne with h | h
    · exact mossProduct_strictAntiOn w ⟨hE, h.le⟩ ⟨hm, le_rfl⟩ h
    · exact mossProduct_strictMonoOn hw (mem_Ici.mpr le_rfl) (mem_Ici.mpr h.le) h
  · rintro a b ha hab ⟨c, hc⟩
    -- three interior points of the interval would share one Moss product
    have e₁ := hc (a + (b - a) / 4) ⟨by linarith, by linarith⟩
    have e₂ := hc (a + (b - a) / 2) ⟨by linarith, by linarith⟩
    have e₃ := hc (a + 3 * (b - a) / 4) ⟨by linarith, by linarith⟩
    exact no_three_gaps hw (by linarith) (by linarith) (by linarith)
      ⟨e₁.trans e₂.symm, e₂.trans e₃.symm⟩

/-- Of two materials with equal plasma energy, the one with the wider gap has the strictly
smaller Moss product if its squared index is at least `4/3`. -/
theorem mossProduct_lt_of_index {w E₁ E₂ : ℝ} (hw : 0 < w) (h₁ : 0 < E₁) (h₁₂ : E₁ < E₂)
    (hn : 4 / 3 ≤ pennIndex w E₂ ^ 2) : mossProduct w E₂ < mossProduct w E₁ := by
  have h₂ : 0 < E₂ := h₁.trans h₁₂
  -- the index condition places the wider gap on the falling branch
  have hle : E₂ ≤ Real.sqrt 3 * w := by
    by_contra hcon
    have hsq : (Real.sqrt 3 * w) ^ 2 < E₂ ^ 2 :=
      pow_lt_pow_left₀ (not_le.mp hcon) (by positivity) two_ne_zero
    rw [mul_pow, Real.sq_sqrt (by norm_num)] at hsq
    rw [pennIndex_sq] at hn
    have hq : 1 / 3 ≤ w ^ 2 / E₂ ^ 2 := by linarith
    rw [le_div_iff₀ (by positivity)] at hq
    linarith
  exact mossProduct_strictAntiOn w ⟨h₁, h₁₂.le.trans hle⟩ ⟨h₂, hle⟩ h₁₂

end

end PennMoss
```

```lean
#print axioms PennMoss.penn_contradicts_moss
-- 'PennMoss.penn_contradicts_moss' depends on axioms: [propext, Classical.choice, Quot.sound]
#print axioms PennMoss.mossProduct_lt_of_index
-- 'PennMoss.mossProduct_lt_of_index' depends on axioms: [propext, Classical.choice, Quot.sound]
```

## How the proof follows the calculation

`pennIndex_sq` removes the root. `hasDerivAt_mossProduct` uses it to rewrite \(M\) as a rational function, applies the quotient and product rules, and leaves the factorisation of the slope to `field_simp` and `ring`.

The two monotonicity lemmas need continuity on the whole branch but a sign of the derivative only in its interior, so the zero slope at \(\sqrt3\,w\) does no harm. In each, `pow_lt_pow_left₀` squares the comparison of \(E\) with \(\sqrt3\,w\), which fixes the sign of \(E^2-3w^2\).

`pennIndex_sq_turning` supplies \(n^2=4/3\), from which the main theorem computes the minimum value. Comparing any other gap with \(\sqrt3\,w\) on its own branch shows that the minimum is strict.

In `no_three_gaps`, `le_total` makes the case distinction on \(E_2\). The main theorem applies this lemma to the points one quarter, one half and three quarters of the way through the interval. `mossProduct_lt_of_index` shows by contradiction that the index condition forces \(E_2\le\sqrt3\,w\), then uses the falling branch.
